# The Shiba State of a Classical Point Impurity in an s-Wave Superconductor

Take the Nambu basis $(c_\uparrow, c_\downarrow^\dagger)$, with Pauli matrices $\tau_x,\tau_z$ and a real gap $\Delta>0$. For $|E|<\Delta$ put $s=\sqrt{\Delta^2-E^2}$. The dimensionless local Green function and the impurity are

$$g=\frac{E+\Delta\tau_x}{s},\qquad V=a+b\,\tau_z .$$

Here $a$ is the exchange coupling to a classical spin along $z$, and $b$ is the potential scattering strength. Both have absorbed the normal density of states and the overall sign of the Green function. A bound state at energy $E$ is a nonzero spinor with $Vg\psi=\psi$; in terms of the wave function $\varphi$ at the impurity, $\psi=V\varphi$.

**Claim.** For $a>0$ and $|E|<\Delta$, there is a bound state at $E$ if and only if

$$E=\frac{\Delta c}{R},\qquad c=1-a^2+b^2,\quad R=\sqrt{c^2+4a^2}.$$

For $b=0$ this is $E=\Delta(1-a^2)/(1+a^2)$. For $a=0$ nothing is bound inside the gap. The claim counts levels in this one Nambu basis. The redundant basis $(c_\downarrow,-c_\uparrow^\dagger)$ describes the same state with $a$ replaced by $-a$ and shows it at $-E$, so the full Bogoliubov–de Gennes spectrum contains the pair $\pm E$.

## The secular equation and its single root

A nonzero solution of $(1-Vg)\psi=0$ exists exactly when $\det(1-Vg)=0$. Multiplying out,

$$Vg=\frac1s\begin{pmatrix}(a+b)E&(a+b)\Delta\\(a-b)\Delta&(a-b)E\end{pmatrix},$$

with trace $2aE/s$ and determinant $(a^2-b^2)(E^2-\Delta^2)/s^2=-(a^2-b^2)$. Since $\det(1-M)=1-\operatorname{tr}M+\det M$ for a $2\times2$ matrix,

$$\det(1-Vg)=c-\frac{2aE}{s}.$$

The condition is therefore $cs=2aE$, and it must be shown equivalent to $ER=\Delta c$. Each equation implies $Rs=2a\Delta$:

- If $cs=2aE$, then $c^2s^2=4a^2(\Delta^2-s^2)$, so $R^2s^2=4a^2\Delta^2$.
- If $ER=\Delta c$, then $E^2R^2=\Delta^2(R^2-4a^2)$, so again $R^2s^2=4a^2\Delta^2$.

Both $Rs$ and $2a\Delta$ are positive, so the squares may be removed. In the first case $2aER=Rcs=2a\Delta c$, and cancelling $2a$ gives $ER=\Delta c$. In the second, $\Delta cs=ERs=2a\Delta E$, and cancelling $\Delta$ gives $cs=2aE$. Squaring has introduced no spurious root.

For $a\neq0$ we have $|c|<R$, so the energy lies inside the gap. It vanishes when $c=0$, that is, when $a^2=1+b^2$. For $a=0$ the determinant is $1+b^2>0$.

As $a\to0^+$ at fixed $b$, $R\to c$ and the level merges with the gap edge $E=\Delta$.

## Nambu matrices in Lean

```lean
import Mathlib

open Matrix

namespace ShibaState

noncomputable section
```

The matrices are real, so real spinors suffice.

```lean
/-- The Pauli matrix `τx` in Nambu (particle-hole) space. -/
def tauX : Matrix (Fin 2) (Fin 2) ℝ := !![0, 1; 1, 0]

/-- The Pauli matrix `τz` in Nambu (particle-hole) space. -/
def tauZ : Matrix (Fin 2) (Fin 2) ℝ := !![1, 0; 0, -1]
```

The next definition is the physical Green function only for $|E|<\Delta$. The theorems that evaluate the determinant or locate the bound state assume this as `h`; `bound_state_iff_secular` is pure linear algebra and does not need it.

```lean
/-- The dimensionless local Green function `(E + Δ τx) / √(Δ² - E²)` of an s-wave
superconductor, for energies inside the gap, `|E| < Δ`. -/
def localGreen (Δ E : ℝ) : Matrix (Fin 2) (Fin 2) ℝ :=
  (√(Δ ^ 2 - E ^ 2))⁻¹ • (E • (1 : Matrix (Fin 2) (Fin 2) ℝ) + Δ • tauX)

/-- A point impurity with dimensionless magnetic strength `a` and scalar strength `b`. -/
def impurity (a b : ℝ) : Matrix (Fin 2) (Fin 2) ℝ :=
  a • (1 : Matrix (Fin 2) (Fin 2) ℝ) + b • tauZ
```

`secular` is the determinant above, and `shibaEnergy` is $\Delta c/R$.

```lean
/-- The secular determinant `det (1 - V g)` of the impurity problem. -/
def secular (Δ E a b : ℝ) : ℝ := (1 - impurity a b * localGreen Δ E).det

/-- The Shiba energy of an impurity with magnetic strength `a > 0` and scalar strength `b`. -/
def shibaEnergy (Δ a b : ℝ) : ℝ :=
  Δ * (1 - a ^ 2 + b ^ 2) / √((1 - a ^ 2 + b ^ 2) ^ 2 + 4 * a ^ 2)
```

The model has one classical spin, a wide, particle-hole symmetric band with a constant density of states, and a gap that is not readjusted near the impurity. The form of $g$ is taken as given, not derived from a lattice or continuum Hamiltonian.

## Determinant and bound-state condition

Two positivity lemmas secure $s>0$ and $R>0$. The second rewrites $R^2$ as a sum of squares plus one.

```lean
/-- Inside the gap, `Δ² - E²` is positive. -/
lemma gap_pos {Δ E : ℝ} (h : |E| < Δ) : 0 < Δ ^ 2 - E ^ 2 := by
  obtain ⟨h1, h2⟩ := abs_lt.1 h
  have h3 : 0 < (Δ - E) * (Δ + E) := mul_pos (by linarith) (by linarith)
  linarith [show (Δ - E) * (Δ + E) = Δ ^ 2 - E ^ 2 by ring]

/-- The quantity under the root in the Shiba energy is positive for all impurity strengths. -/
lemma radicand_pos (a b : ℝ) : 0 < (1 - a ^ 2 + b ^ 2) ^ 2 + 4 * a ^ 2 := by
  have e : (1 - a ^ 2 + b ^ 2) ^ 2 + 4 * a ^ 2
      = (a ^ 2 - b ^ 2) ^ 2 + 2 * a ^ 2 + 2 * b ^ 2 + 1 := by ring
  rw [e]
  positivity
```

In the closed form, `expand` computes the determinant with $1/s$ replaced by any number `r`, and `key` then supplies $s^{-2}(\Delta^2-E^2)=1$.

```lean
/-- The secular determinant inside the gap, in closed form. -/
theorem secular_eq {Δ E : ℝ} (h : |E| < Δ) (a b : ℝ) :
    secular Δ E a b = 1 - a ^ 2 + b ^ 2 - 2 * a * E / √(Δ ^ 2 - E ^ 2) := by
  -- expand the determinant for an arbitrary prefactor `r` of the Green function
  have expand : ∀ r : ℝ, (1 - impurity a b *
      (r • (E • (1 : Matrix (Fin 2) (Fin 2) ℝ) + Δ • tauX))).det
      = 1 - 2 * a * E * r - (a ^ 2 - b ^ 2) * (r ^ 2 * (Δ ^ 2 - E ^ 2)) := by
    intro r
    rw [Matrix.det_fin_two]
    simp [impurity, tauX, tauZ, Matrix.mul_apply, Fin.sum_univ_two, Matrix.one_apply]
    ring
  -- the prefactor normalises the determinant of the Green function
  have key : (√(Δ ^ 2 - E ^ 2))⁻¹ ^ 2 * (Δ ^ 2 - E ^ 2) = 1 := by
    rw [inv_pow, Real.sq_sqrt (gap_pos h).le]
    exact inv_mul_cancel₀ (gap_pos h).ne'
  rw [secular, localGreen, expand, key, div_eq_mul_inv]
  ring
```

The spinor condition is linked to the determinant by Mathlib's criterion for a nonzero kernel vector.

```lean
/-- A nonzero Nambu spinor with `V g ψ = ψ` exists exactly when the secular determinant
vanishes. -/
theorem bound_state_iff_secular (Δ E a b : ℝ) :
    (∃ ψ : Fin 2 → ℝ, ψ ≠ 0 ∧ (impurity a b * localGreen Δ E) *ᵥ ψ = ψ) ↔
      secular Δ E a b = 0 := by
  rw [secular, ← Matrix.exists_mulVec_eq_zero_iff]
  refine exists_congr fun ψ => and_congr_right fun _ => ?_
  rw [Matrix.sub_mulVec, Matrix.one_mulVec, sub_eq_zero]
  exact eq_comm
```

The main theorem follows the hand argument. After the rewriting, the two sides are $cs=2aE$ and $ER=\Delta c$; `root` removes the squares, and each `linear_combination` checks one of the algebraic identities.

```lean
/-- An impurity with magnetic strength `a > 0` and any scalar strength `b` has a bound state
at an energy `E` inside the gap exactly when `E` is the Shiba energy. -/
theorem bound_state_iff_shibaEnergy {Δ E a : ℝ} (h : |E| < Δ) (ha : 0 < a) (b : ℝ) :
    (∃ ψ : Fin 2 → ℝ, ψ ≠ 0 ∧ (impurity a b * localGreen Δ E) *ᵥ ψ = ψ) ↔
      E = shibaEnergy Δ a b := by
  have hΔ : 0 < Δ := (abs_nonneg E).trans_lt h
  have hs := Real.sqrt_pos.2 (gap_pos h)
  have hs2 := Real.sq_sqrt (gap_pos h).le
  have hR := Real.sqrt_pos.2 (radicand_pos a b)
  have hR2 := Real.sq_sqrt (radicand_pos a b).le
  rw [bound_state_iff_secular, secular_eq h, shibaEnergy, eq_div_iff hR.ne', sub_eq_zero,
    eq_div_iff hs.ne']
  set c := 1 - a ^ 2 + b ^ 2
  set s := √(Δ ^ 2 - E ^ 2)
  set R := √(c ^ 2 + 4 * a ^ 2)
  -- either equation gives `R s = 2 a Δ`, which converts it into the other
  have root : (R * s) ^ 2 = (2 * a * Δ) ^ 2 → R * s = 2 * a * Δ :=
    (pow_left_inj₀ (mul_pos hR hs).le (by positivity) two_ne_zero).1
  constructor
  · intro h1
    have h2 := root (by
      linear_combination s ^ 2 * hR2 + (c * s + 2 * a * E) * h1 + 4 * a ^ 2 * hs2)
    have ha2 : 2 * a ≠ 0 := by positivity
    exact mul_left_cancel₀ ha2 (by linear_combination c * h2 - R * h1)
  · intro h1
    have h2 := root (by
      linear_combination R ^ 2 * hs2 - (E * R + Δ * c) * h1 + Δ ^ 2 * hR2)
    exact mul_left_cancel₀ hΔ.ne' (by linear_combination E * h2 - s * h1)
```

## Where the level lies

The inequality $|c|<R$ places the energy inside the gap, so together with the previous theorem it guarantees a bound state for every $a>0$.

```lean
/-- For nonzero magnetic strength the Shiba energy lies strictly inside the gap. -/
theorem shibaEnergy_in_gap {Δ a : ℝ} (hΔ : 0 < Δ) (ha : a ≠ 0) (b : ℝ) :
    |shibaEnergy Δ a b| < Δ := by
  have hR := Real.sqrt_pos.2 (radicand_pos a b)
  have ha2 : 0 < a ^ 2 := by positivity
  have hc : |1 - a ^ 2 + b ^ 2| < √((1 - a ^ 2 + b ^ 2) ^ 2 + 4 * a ^ 2) :=
    (Real.lt_sqrt (abs_nonneg _)).2 (by rw [sq_abs]; linarith)
  rw [shibaEnergy, abs_div, abs_mul, abs_of_pos hΔ, abs_of_pos hR, div_lt_iff₀ hR]
  exact mul_lt_mul_of_pos_left hc hΔ
```

The zero crossing follows from the numerator, since $\Delta$ and $R$ are nonzero. In this non-interacting mean-field model, it marks a change in the fermion parity of the ground state.

```lean
/-- The Shiba energy is zero exactly when `a² = 1 + b²`. -/
theorem shibaEnergy_eq_zero_iff {Δ : ℝ} (hΔ : 0 < Δ) (a b : ℝ) :
    shibaEnergy Δ a b = 0 ↔ a ^ 2 = 1 + b ^ 2 := by
  have hR := Real.sqrt_pos.2 (radicand_pos a b)
  rw [shibaEnergy, div_eq_zero_iff, mul_eq_zero]
  constructor
  · rintro ((h | h) | h)
    · exact absurd h hΔ.ne'
    · linarith
    · exact absurd h hR.ne'
  · exact fun h => Or.inl (Or.inr (by linarith))
```

## Purely magnetic and purely scalar impurities

At $b=0$ the radicand is $(1+a^2)^2$, which gives the familiar formula.

```lean
/-- For a purely magnetic impurity with `a > 0`, `det (1 - a g)` vanishes inside the gap exactly at
`E = Δ (1 - a²) / (1 + a²)`. -/
theorem magnetic_impurity {Δ E a : ℝ} (h : |E| < Δ) (ha : 0 < a) :
    (1 - a • localGreen Δ E).det = 0 ↔ E = Δ * (1 - a ^ 2) / (1 + a ^ 2) := by
  have e : a • localGreen Δ E = impurity a 0 * localGreen Δ E := by simp [impurity]
  have hE : shibaEnergy Δ a 0 = Δ * (1 - a ^ 2) / (1 + a ^ 2) := by
    rw [shibaEnergy, show (1 - a ^ 2 + (0 : ℝ) ^ 2) ^ 2 + 4 * a ^ 2 = (1 + a ^ 2) ^ 2 by ring,
      Real.sqrt_sq (by positivity), show 1 - a ^ 2 + (0 : ℝ) ^ 2 = 1 - a ^ 2 by ring]
  rw [e, ← hE, ← bound_state_iff_shibaEnergy h ha 0, bound_state_iff_secular, secular]
```

At $a=0$ the energy drops out of the determinant.

```lean
/-- For a purely scalar impurity, `det (1 - b τz g) = 1 + b²` at every energy inside the gap. -/
theorem scalar_impurity {Δ E : ℝ} (h : |E| < Δ) (b : ℝ) :
    (1 - b • (tauZ * localGreen Δ E)).det = 1 + b ^ 2 := by
  have e : b • (tauZ * localGreen Δ E) = impurity 0 b * localGreen Δ E := by simp [impurity]
  have hdet := secular_eq h 0 b
  rw [secular] at hdet
  rw [e, hdet]
  ring
```

Since $1+b^2$ is never zero, no spinor satisfies the bound-state condition.

```lean
/-- A purely scalar impurity has no bound state inside the gap. -/
theorem scalar_no_bound_state {Δ E : ℝ} (h : |E| < Δ) (b : ℝ) :
    ¬ ∃ ψ : Fin 2 → ℝ, ψ ≠ 0 ∧ (impurity 0 b * localGreen Δ E) *ᵥ ψ = ψ := by
  rw [bound_state_iff_secular, secular_eq h]
  intro h0
  have h1 : 1 + b ^ 2 = 0 := by linear_combination h0
  linarith [sq_nonneg b]

end

end ShibaState
```

```lean
#print axioms ShibaState.bound_state_iff_shibaEnergy
-- 'ShibaState.bound_state_iff_shibaEnergy' depends on axioms: [propext, Classical.choice, Quot.sound]
#print axioms ShibaState.magnetic_impurity
-- 'ShibaState.magnetic_impurity' depends on axioms: [propext, Classical.choice, Quot.sound]
#print axioms ShibaState.scalar_impurity
-- 'ShibaState.scalar_impurity' depends on axioms: [propext, Classical.choice, Quot.sound]
#print axioms ShibaState.scalar_no_bound_state
-- 'ShibaState.scalar_no_bound_state' depends on axioms: [propext, Classical.choice, Quot.sound]
```
